# For two different positive wavenumbers, a two-segment cell has a closed gap exactly when each segment holds a whole number of half wavelengths

**A:** Take a periodic potential whose unit cell has two flat pieces, of lengths a and b, in which a particle has positive wavenumbers q₁ ≠ q₂. The transfer matrix of the cell equals plus or minus the identity, which is what I call a closed gap, exactly when

sin(q₁a) = 0 and sin(q₂b) = 0.

Since the wavelength is 2π/q, this says that each piece holds a whole number of half wavelengths.

**Q:** I have seen formal statements that were correct about some matrix and silent about the physics. Which matrix is this?

**A:** For a flat piece of length x and wavenumber q it is

R(q,x) = [[cos qx, sin(qx)/q], [−q sin qx, cos qx]],

acting on the pair (ψ, ψ′) of wave function and slope. In the file it is `segment q x`, a real 2×2 matrix with rows and columns numbered 0 and 1.

```lean
import Mathlib

open Matrix Real

namespace ClosedGapsTwoSegmentCell

noncomputable section

/-- For `q ≠ 0`, the transfer matrix of a uniform segment of length `x` and wavenumber `q`, acting
on the pair (wave function, slope). -/
def segment (q x : ℝ) : Matrix (Fin 2) (Fin 2) ℝ :=
  !![cos (q * x), sin (q * x) / q; -(q * sin (q * x)), cos (q * x)]
```

The case q = 0 is set apart because Lean then evaluates sin(qx)/q as 0, whereas the physical limit is x.

**Q:** And the cell is the product of two of these?

**A:** Yes, R(q₁,a)R(q₂,b). The right-hand factor acts first, so the wave crosses the piece of length b and then the piece of length a. Multiplying the matrices directly makes ψ and ψ′ continuous at the junction. That fits one particle with the same mass in both pieces; a heterostructure in which the effective mass jumps has a different matching rule and is not covered.

```lean
/-- For nonzero wavenumbers, the transfer matrix of a unit cell made of two uniform segments, the
one of length `b` being crossed first. -/
def cell (q₁ a q₂ b : ℝ) : Matrix (Fin 2) (Fin 2) ℝ :=
  segment q₁ a * segment q₂ b
```

**Q:** Why should "plus or minus the identity" mean a closed gap?

**A:** Call the cell matrix M. A Bloch wave multiplies (ψ, ψ′) by a phase factor on crossing the cell, so it is an eigenvector of M. Since det M = 1, energies with |tr M| < 2 lie inside a band and those with |tr M| > 2 lie in a gap. At an ordinary band edge, tr M = ±2 and M has only one independent eigenvector. If M = ±1, every vector is an eigenvector, there are two independent Bloch waves with the same phase factor at the same energy, and two bands touch where a gap could have opened. This link to the bands is standard Floquet theory that I am supplying; the file takes the matrix condition as its definition.

```lean
/-- A gap is closed when the cell matrix is plus or minus the identity. -/
def ClosedGap (M : Matrix (Fin 2) (Fin 2) ℝ) : Prop := M = 1 ∨ M = -1
```

**Q:** You still owe me the Schrödinger equation.

**A:** In units where ħ²/(2μ) = 1, with μ the mass of the particle, a flat piece with potential U at energy E obeys ψ″ = −q²ψ with q² = E − U. Start from a vector v = (v₀, v₁) of value and slope. The two components of R(q,x)v are

ψ(x) = cos(qx) v₀ + (sin(qx)/q) v₁,

φ(x) = −q sin(qx) v₀ + cos(qx) v₁.

Differentiating the first gives φ, and differentiating the second gives −q²ψ. At x = 0 the matrix is the identity, so the starting data are v. The next theorem states the two derivatives for every q ≠ 0, every v and every x. In its proof, `e0` and `e1` write out the components, `hs` and `hc` are the chain rule for sine and cosine, and `field_simp` cancels the factors of q.

```lean
/-- For `q ≠ 0`, the segment matrix propagates the wave equation `ψ'' = -q² ψ`: the second component
is the slope of the first, and the slope of the second is `-q²` times the first. -/
theorem segment_propagates {q : ℝ} (hq : q ≠ 0) (v : Fin 2 → ℝ) (x : ℝ) :
    HasDerivAt (fun y => (segment q y *ᵥ v) 0) ((segment q x *ᵥ v) 1) x ∧
    HasDerivAt (fun y => (segment q y *ᵥ v) 1) (-q ^ 2 * (segment q x *ᵥ v) 0) x := by
  have e0 : ∀ y, (segment q y *ᵥ v) 0 = cos (q * y) * v 0 + sin (q * y) / q * v 1 := by
    intro y
    simp [segment, Matrix.mulVec, dotProduct, Fin.sum_univ_two]
  have e1 : ∀ y, (segment q y *ᵥ v) 1 = -(q * sin (q * y)) * v 0 + cos (q * y) * v 1 := by
    intro y
    simp [segment, Matrix.mulVec, dotProduct, Fin.sum_univ_two]
  have hl : HasDerivAt (fun y : ℝ => q * y) q x := by
    simpa using (hasDerivAt_id' x).const_mul q
  have hs := hl.sin
  have hc := hl.cos
  simp only [e0, e1]
  constructor
  · exact ((hc.mul_const (v 0)).fun_add ((hs.div_const q).mul_const (v 1))).congr_deriv
      (by field_simp)
  · exact (((hs.const_mul q).fun_neg.mul_const (v 0)).fun_add
      (hc.mul_const (v 1))).congr_deriv (by field_simp; ring)
```

**Q:** Then show me the easy half: why do half wavelengths close the gap?

**A:** If q ≠ 0 and sin(qx) = 0, both off-diagonal entries of R(q,x) vanish and what remains is cos(qx) times the identity. The cosine is then ±1, so each piece acts as a sign, and a product of signs is a sign. The first lemma below checks the four entries.

The second computes the sign. If q₁a = mπ and q₂b = nπ with integers m and n, the two cosines are (−1)^m and (−1)^n, so

R(q₁,a)R(q₂,b) = (−1)^(m+n) · 1.

Lean doesn't ask for nonzero wavenumbers in these two lemmas, but they should be read with that condition: for x ≠ 0, `segment 0 x` is not the physical matrix.

```lean
/-- A segment whose phase has vanishing sine acts as the cosine of that phase times
the identity. -/
theorem segment_of_sin_eq_zero {q x : ℝ} (h : sin (q * x) = 0) :
    segment q x = cos (q * x) • (1 : Matrix (Fin 2) (Fin 2) ℝ) := by
  unfold segment
  rw [h]
  ext i j
  fin_cases i <;> fin_cases j <;> simp

/-- With `m` half wavelengths in the first segment and `n` in the second, the cell matrix
is `(-1)^(m+n)` times the identity. -/
theorem cell_of_half_wavelengths {q₁ a q₂ b : ℝ} {m n : ℤ}
    (h₁ : q₁ * a = m * π) (h₂ : q₂ * b = n * π) :
    cell q₁ a q₂ b = ((-1 : ℝ) ^ (m + n)) • (1 : Matrix (Fin 2) (Fin 2) ℝ) := by
  have s₁ : sin (q₁ * a) = 0 := by rw [h₁]; exact sin_int_mul_pi m
  have s₂ : sin (q₂ * b) = 0 := by rw [h₂]; exact sin_int_mul_pi n
  unfold cell
  rw [segment_of_sin_eq_zero s₁, segment_of_sin_eq_zero s₂, h₁, h₂,
    cos_int_mul_pi, cos_int_mul_pi, zpow_add₀ (by norm_num : (-1 : ℝ) ≠ 0),
    Matrix.smul_mul, Matrix.one_mul, smul_smul]
```

**Q:** The converse is the part I doubt. Why couldn't the two pieces compensate each other?

**A:** Write c₁ = cos q₁a, s₁ = sin q₁a, c₂ = cos q₂b and s₂ = sin q₂b. Multiplying out gives

M₀₀ = c₁c₂ − (q₂/q₁) s₁s₂,

M₀₁ = c₁s₂/q₂ + s₁c₂/q₁,

M₁₀ = −q₁s₁c₂ − q₂c₁s₂,

M₁₁ = c₁c₂ − (q₁/q₂) s₁s₂.

If M = ±1, the diagonal entries are equal. Subtract them and multiply by q₁q₂:

(q₁² − q₂²) s₁s₂ = 0.

The wavenumbers are positive and different, so the bracket is nonzero and at least one sine vanishes. Suppose s₁ = 0. Then c₁ ≠ 0, because s₁² + c₁² = 1. The entry M₀₁ must also vanish, and it has become c₁s₂/q₂, so s₂ = 0. If s₂ = 0 came first, then c₂ ≠ 0 and M₀₁ = s₁c₂/q₁ = 0 gives s₁ = 0.

**Q:** Does the Lean proof follow that route?

**A:** Closely. `hd` is the equality of the diagonal entries and `h01` the vanishing of M₀₁. `hprod` is the product equation, with q₁² − q₂² factored as (q₁ − q₂)(q₁ + q₂), and `hq` says that this factor is nonzero. The case split then treats the two sines in turn, with `hcos` supplying the nonzero cosine. The last block is the easy half, run over the four combinations of signs.

```lean
/-- For two different positive wavenumbers, the gap is closed exactly when the sines of
the phases across both segments vanish. -/
theorem closedGap_iff {q₁ q₂ : ℝ} (h₁ : 0 < q₁) (h₂ : 0 < q₂) (hne : q₁ ≠ q₂) (a b : ℝ) :
    ClosedGap (cell q₁ a q₂ b) ↔ sin (q₁ * a) = 0 ∧ sin (q₂ * b) = 0 := by
  have hcos : ∀ t : ℝ, sin t = 0 → cos t ≠ 0 := by
    intro t hs hc
    have h := sin_sq_add_cos_sq t
    rw [hs, hc] at h
    norm_num at h
  constructor
  · intro h
    have h01 : cell q₁ a q₂ b 0 1 = 0 := by
      rcases h with h | h <;> rw [h] <;> simp
    have hd : cell q₁ a q₂ b 0 0 = cell q₁ a q₂ b 1 1 := by
      rcases h with h | h <;> rw [h] <;> simp
    unfold cell segment at h01 hd
    rw [Matrix.mul_fin_two] at h01 hd
    change cos (q₁ * a) * (sin (q₂ * b) / q₂) + sin (q₁ * a) / q₁ * cos (q₂ * b) = 0 at h01
    change cos (q₁ * a) * cos (q₂ * b) + sin (q₁ * a) / q₁ * -(q₂ * sin (q₂ * b)) =
      -(q₁ * sin (q₁ * a)) * (sin (q₂ * b) / q₂) + cos (q₁ * a) * cos (q₂ * b) at hd
    -- equal diagonal entries force one of the sines to vanish
    have hk : q₁ * sin (q₁ * a) * (sin (q₂ * b) / q₂)
        - sin (q₁ * a) / q₁ * (q₂ * sin (q₂ * b)) = 0 := by
      linear_combination hd
    have hprod : ((q₁ - q₂) * (q₁ + q₂)) * (sin (q₁ * a) * sin (q₂ * b)) = 0 := by
      calc ((q₁ - q₂) * (q₁ + q₂)) * (sin (q₁ * a) * sin (q₂ * b))
          = q₁ * q₂ * (q₁ * sin (q₁ * a) * (sin (q₂ * b) / q₂)
            - sin (q₁ * a) / q₁ * (q₂ * sin (q₂ * b))) := by
              field_simp
              ring
        _ = 0 := by rw [hk, mul_zero]
    have hq : (q₁ - q₂) * (q₁ + q₂) ≠ 0 :=
      mul_ne_zero (sub_ne_zero.2 hne) (by positivity)
    -- the off-diagonal entry then forces the other sine to vanish
    rcases mul_eq_zero.1 ((mul_eq_zero.1 hprod).resolve_left hq) with hs | hs
    · refine ⟨hs, ?_⟩
      have h3 : cos (q₁ * a) * (sin (q₂ * b) / q₂) = 0 := by
        rw [hs] at h01
        linear_combination h01
      have h4 := (mul_eq_zero.1 h3).resolve_left (hcos _ hs)
      exact (div_eq_zero_iff.1 h4).resolve_right h₂.ne'
    · refine ⟨?_, hs⟩
      have h3 : sin (q₁ * a) / q₁ * cos (q₂ * b) = 0 := by
        rw [hs] at h01
        linear_combination h01
      have h4 := (mul_eq_zero.1 h3).resolve_right (hcos _ hs)
      exact (div_eq_zero_iff.1 h4).resolve_right h₁.ne'
  · rintro ⟨s₁, s₂⟩
    unfold ClosedGap cell
    rw [segment_of_sin_eq_zero s₁, segment_of_sin_eq_zero s₂]
    rcases sin_eq_zero_iff_cos_eq.1 s₁ with c₁ | c₁ <;>
      rcases sin_eq_zero_iff_cos_eq.1 s₂ with c₂ | c₂ <;>
      rw [c₁, c₂] <;> simp
```

**Q:** The statement allows any real a and b. What happens when a piece has no length?

**A:** Set b = 0. Then sin(q₂b) = 0 holds automatically and the condition reduces to sin(q₁a) = 0. That is a uniform medium to which we have assigned an artificial period a: the bands folded at that period touch wherever a is a whole number of half wavelengths, as they should when there is no potential to open a gap. Negative lengths are allowed too, but they have no physical role here.

**Q:** And the half wavelengths themselves? So far I see sines.

**A:** The next theorem replaces each vanishing sine by an integer multiple of π. The integers may have any sign in the statement, but positive lengths make them positive.

```lean
/-- For two different positive wavenumbers, the gap is closed exactly when the phase across
each segment is a whole multiple of `π`, that is, a whole number of half wavelengths. -/
theorem closedGap_iff_half_wavelengths {q₁ q₂ : ℝ} (h₁ : 0 < q₁) (h₂ : 0 < q₂)
    (hne : q₁ ≠ q₂) (a b : ℝ) :
    ClosedGap (cell q₁ a q₂ b) ↔ ∃ m n : ℤ, q₁ * a = m * π ∧ q₂ * b = n * π := by
  rw [closedGap_iff h₁ h₂ hne, sin_eq_zero_iff, sin_eq_zero_iff]
  constructor
  · rintro ⟨⟨m, hm⟩, ⟨n, hn⟩⟩
    exact ⟨m, n, hm.symm, hn.symm⟩
  · rintro ⟨m, n, hm, hn⟩
    exact ⟨⟨m, hm.symm⟩, ⟨n, hn.symm⟩⟩
```

**Q:** In a real model I can't choose q₁ and q₂ separately. The potential step ties them together.

**A:** It does. If the second piece lies higher by V, then

q₁² − q₂² = V.

The next theorem fixes a > 0, b > 0 and V ≠ 0 and asks whether any pair of positive wavenumbers with that difference gives a closed gap. It exists exactly when

V = (mπ/a)² − (nπ/b)²

for some positive integers m and n. In one direction, a closed gap gives q₁ = mπ/a and q₂ = nπ/b, and m and n are positive because the wavenumbers and lengths are. In the other, those two formulas define the wavenumbers, and V ≠ 0 ensures that they differ.

```lean
/-- A nonzero potential step `V = q₁² - q₂²` between segments of lengths `a` and `b` admits
a closed gap at positive wavenumbers exactly when `V = (mπ/a)² - (nπ/b)²` for some
positive integers `m` and `n`. -/
theorem exists_closedGap_iff_step {a b V : ℝ} (ha : 0 < a) (hb : 0 < b) (hV : V ≠ 0) :
    (∃ q₁ q₂ : ℝ, 0 < q₁ ∧ 0 < q₂ ∧ q₁ ^ 2 - q₂ ^ 2 = V ∧ ClosedGap (cell q₁ a q₂ b)) ↔
    ∃ m n : ℤ, 0 < m ∧ 0 < n ∧ (m * π / a) ^ 2 - (n * π / b) ^ 2 = V := by
  have hne : ∀ q₁ q₂ : ℝ, q₁ ^ 2 - q₂ ^ 2 = V → q₁ ≠ q₂ := by
    intro q₁ q₂ h he
    apply hV
    rw [← h, he, sub_self]
  constructor
  · rintro ⟨q₁, q₂, h₁, h₂, hq, hg⟩
    obtain ⟨m, n, hm, hn⟩ :=
      (closedGap_iff_half_wavelengths h₁ h₂ (hne _ _ hq) a b).1 hg
    have hm0 : (0 : ℝ) < m := pos_of_mul_pos_left (hm ▸ mul_pos h₁ ha) pi_pos.le
    have hn0 : (0 : ℝ) < n := pos_of_mul_pos_left (hn ▸ mul_pos h₂ hb) pi_pos.le
    refine ⟨m, n, by exact_mod_cast hm0, by exact_mod_cast hn0, ?_⟩
    rw [← hm, ← hn, mul_div_cancel_right₀ _ ha.ne', mul_div_cancel_right₀ _ hb.ne', hq]
  · rintro ⟨m, n, hm, hn, h⟩
    have hm0 : (0 : ℝ) < m := by exact_mod_cast hm
    have hn0 : (0 : ℝ) < n := by exact_mod_cast hn
    have p₁ : 0 < m * π / a := by positivity
    have p₂ : 0 < n * π / b := by positivity
    exact ⟨m * π / a, n * π / b, p₁, p₂, h,
      (closedGap_iff_half_wavelengths p₁ p₂ (hne _ _ h) a b).2
        ⟨m, n, div_mul_cancel₀ _ ha.ne', div_mul_cancel₀ _ hb.ne'⟩⟩
```

**Q:** Give me numbers.

**A:** Take a = b = 1, so that V = π²(m² − n²). For V = 3π² ≈ 29.6 we need (m − n)(m + n) = 3, which leaves only m = 2, n = 1. Hence q₁ = 2π and q₂ = π. The first piece gives cos 2π = 1, the second gives cos π = −1, and the cell matrix is −1. This is the only closed gap with both wavenumbers positive.

For V = π² we would need m² − n² = 1, which has no solution in positive integers, so there is no such closed gap. The candidate m = 1, n = 0 would put the energy exactly at the top of the step, where ψ is a straight line in the second piece and the physical matrix is not a multiple of the identity.

**Q:** You keep saying "both wavenumbers positive". What about tunnelling?

**A:** That is a restriction. Real positive q₁ and q₂ mean an energy above the potential in both pieces, so the "barrier" is one that the particle passes over. Energies below its top, where the wave inside it is a combination of growing and decaying exponentials, are not treated.

**Q:** Last doubt: is q₁ ≠ q₂ a physical condition, or was it only convenient for the algebra?

**A:** It says that there really is a potential step, and without it the equivalence fails. With equal wavenumbers q, the two pieces are one uniform piece of length a + b, and only the total phase matters. Two quarter-wave pieces, each of length π/(2q), make one half wavelength, so the cell matrix is −1 although each sine equals 1. The final theorem records this by evaluating the product.

```lean
/-- For equal wavenumbers, two quarter-wave segments give minus the identity although
the sine of the phase across each segment is one. -/
theorem equal_wavenumbers_quarter_wave {q : ℝ} (hq : 0 < q) :
    cell q (π / (2 * q)) q (π / (2 * q)) = -1 ∧ sin (q * (π / (2 * q))) = 1 := by
  have h : q * (π / (2 * q)) = π / 2 := by field_simp
  have hq' : q ≠ 0 := hq.ne'
  unfold cell segment
  rw [h, sin_pi_div_two, cos_pi_div_two, Matrix.mul_fin_two]
  refine ⟨?_, rfl⟩
  ext i j
  fin_cases i <;> fin_cases j <;> simp [hq']

end

end ClosedGapsTwoSegmentCell
```

```lean
#print axioms ClosedGapsTwoSegmentCell.cell_of_half_wavelengths
-- 'ClosedGapsTwoSegmentCell.cell_of_half_wavelengths' depends on axioms: [propext, Classical.choice, Quot.sound]
#print axioms ClosedGapsTwoSegmentCell.closedGap_iff_half_wavelengths
-- 'ClosedGapsTwoSegmentCell.closedGap_iff_half_wavelengths' depends on axioms: [propext, Classical.choice, Quot.sound]
#print axioms ClosedGapsTwoSegmentCell.exists_closedGap_iff_step
-- 'ClosedGapsTwoSegmentCell.exists_closedGap_iff_step' depends on axioms: [propext, Classical.choice, Quot.sound]
#print axioms ClosedGapsTwoSegmentCell.equal_wavenumbers_quarter_wave
-- 'ClosedGapsTwoSegmentCell.equal_wavenumbers_quarter_wave' depends on axioms: [propext, Classical.choice, Quot.sound]
```

**Q:** And if I keep the quarter waves but put the step back?

**A:** Take q₁ = 2, q₂ = 1, a = π/4 and b = π/2. Both phases are still π/2, so both cosines vanish and both sines are 1. The entries above give

M = [[−1/2, 0], [0, −2]].

The total phase is again π, but the diagonal entries differ. The trace is −5/2, so this energy lies inside an open gap.

**Q:** Where would I use the result?

**A:** For a non-interacting particle in a one-dimensional, piecewise constant potential with two pieces per cell and a nonzero step V of the form found above, it gives exact band-touching energies against which a numerical band-structure code can be compared.
